# McClelland bound for a finite Hermitian Hamiltonian, with equality exactly when $H^2$ is scalar

Before diagonalising a tight-binding Hamiltonian $H$ on $n$ sites, one can bound its electronic energy from the matrix elements alone. Let $H(x,y)$ be the element between sites $x$ and $y$ and let $E_i$ be the $n$ eigenvalues. For non-interacting electrons in a finite orthonormal basis, no filling lies below the one with two electrons in every negative level, whose energy is $\sum_i (E_i - |E_i|) = \operatorname{tr} H - \sum_i |E_i|$. If $\sum_i |E_i| \le B$, the energy of every filling is therefore at least $\operatorname{tr} H - B$. In a Hückel model with zero on-site energy and $m$ bonds of equal hopping $\beta$, each bond contributes two matrix elements, so $\sum_{x,y}|H(x,y)|^2 = 2m\beta^2$, and the bound of part (f) becomes $\sum_i|E_i| \le |\beta|\sqrt{2mn}$, the form that usually carries McClelland's name. The filling argument and the bond count are given for orientation only, since the theorems speak of a matrix and its eigenvalues and mention neither electrons nor bonds.

## Sites, Hamiltonian and the two sums

In the code `n` is the finite type of site labels and `Fintype.card n` is the number $n$. The Hamiltonian is a complex matrix, and the hypothesis `H.IsHermitian` says $H^\dagger = H$. No translation symmetry is used, so $H$ may describe a molecule, a Born–von Karman cell, or a Bloch Hamiltonian at one fixed wavevector. The basis is taken as orthonormal, so a generalised eigenvalue problem with an overlap matrix is not covered, nor is an infinite lattice.

In Lean 4 with Mathlib:

```lean
import Mathlib

open Matrix Finset ComplexConjugate

namespace McClellandHermitian

noncomputable section

variable {n : Type*} [Fintype n] [DecidableEq n]
```

The real numbers `hH.eigenvalues i` are the $E_i$, counted with multiplicity and labelled by the same type as the sites. The definition `absEnergy` is $S = \sum_i |E_i|$. It depends on the zero of energy, which is whatever the matrix $H$ fixes.

```lean
/-- The sum of the absolute values of the eigenvalues of a Hermitian Hamiltonian. -/
def absEnergy {H : Matrix n n ℂ} (hH : H.IsHermitian) : ℝ := ∑ i, |hH.eigenvalues i|
```

The definition `hoppingWeight` is $W = \sum_{x,y}|H(x,y)|^2$, with `‖H x y‖` the complex modulus. The sum runs over ordered pairs and includes $x = y$, so on-site energies count once and each bond twice.

```lean
/-- The sum of the squared moduli of all matrix elements `H x y` in the site basis. -/
def hoppingWeight (H : Matrix n n ℂ) : ℝ := ∑ x, ∑ y, ‖H x y‖ ^ 2
```

The example of parts (h) and (i) has sites $0$ and $1$, real on-site energies $\varepsilon$ and $-\varepsilon$ measured from their mean, and a complex hopping $t$ entered without a minus sign:
$$H_{\mathrm d} = \begin{pmatrix} \varepsilon & t \\ \bar t & -\varepsilon \end{pmatrix}.$$

```lean
/-- Two-site Hamiltonian with on-site energies `ε` and `-ε` and complex hopping `t`. -/
def dimer (ε : ℝ) (t : ℂ) : Matrix (Fin 2) (Fin 2) ℂ := !![(ε : ℂ), t; conj t, -(ε : ℂ)]
```

## (a) Spread of $n$ real numbers

Show that for real numbers $a_i$, with $i$ running over $n$ labels,
$$n\sum_i a_i^2 - \Big(\sum_i a_i\Big)^2 = \tfrac12\sum_{i,j}(a_i-a_j)^2 .$$

Expand $(a_i-a_j)^2 = a_i^2 + a_j^2 - 2a_ia_j$ and sum over all ordered pairs. The first term does not depend on $j$ and gives $n\sum_i a_i^2$, the second gives the same with the labels exchanged, and the third factorises into $-2(\sum_i a_i)^2$. Halving the total gives the left side.

In `spread_identity` the labels form an arbitrary finite type `m`. The step `h` is the expansion, the `simp only` call splits the double sum, counts the constant sums and factorises the cross term, and `ring` compares coefficients.

```lean
/-- For `n` real numbers, `n` times the sum of squares minus the square of the sum is half
the sum of all squared pairwise differences. -/
theorem spread_identity {m : Type*} [Fintype m] (a : m → ℝ) :
    (Fintype.card m : ℝ) * ∑ i, a i ^ 2 - (∑ i, a i) ^ 2
      = 1 / 2 * ∑ i, ∑ j, (a i - a j) ^ 2 := by
  have h : ∀ i j, (a i - a j) ^ 2 = a i ^ 2 + a j ^ 2 - 2 * (a i * a j) := by
    intro i j
    ring
  simp only [h, Finset.sum_sub_distrib, Finset.sum_add_distrib, Finset.sum_const,
    Finset.card_univ, nsmul_eq_mul, ← Finset.mul_sum, ← Finset.sum_mul]
  ring
```

## (b) Diagonal form of $H^2$

Show that $H^2 = U D^2 U^\dagger$ for a unitary matrix $U$, where $D = \operatorname{diag}(E_i)$.

The spectral theorem gives $H = U D U^\dagger$ with $U^\dagger U = U U^\dagger = \mathbb 1$, where $\mathbb 1$ is the identity matrix and the columns of $U$ are normalised eigenvectors. Then
$$H^2 = U D U^\dagger\, U D U^\dagger = U D\,(U^\dagger U)\, D U^\dagger = U D^2 U^\dagger, \qquad D^2 = \operatorname{diag}(E_i^2).$$

Here `star U` is $U^\dagger$, and the statement returns both unitarity relations because parts (c) and (d) use them. The spectral theorem is taken from Mathlib as `hH.spectral_theorem`. The three lines of the `calc` block are the three equalities above, and `diagonal_mul_diagonal` multiplies the diagonal entries.

```lean
/-- The square of a Hermitian Hamiltonian is unitarily equivalent to the diagonal matrix of
its squared eigenvalues. -/
theorem sq_diagonalisation {H : Matrix n n ℂ} (hH : H.IsHermitian) :
    ∃ U : Matrix n n ℂ, star U * U = 1 ∧ U * star U = 1 ∧
      H * H = U * diagonal (fun i => (hH.eigenvalues i : ℂ) ^ 2) * star U := by
  -- spectral theorem: H = U diag(E) U†
  obtain ⟨U, h1, h2, hs⟩ : ∃ U : Matrix n n ℂ, star U * U = 1 ∧ U * star U = 1 ∧
      H = U * diagonal (fun i => (hH.eigenvalues i : ℂ)) * star U := by
    refine ⟨(hH.eigenvectorUnitary : Matrix n n ℂ),
      Matrix.mem_unitaryGroup_iff'.1 hH.eigenvectorUnitary.2,
      Matrix.mem_unitaryGroup_iff.1 hH.eigenvectorUnitary.2, ?_⟩
    exact hH.spectral_theorem
  refine ⟨U, h1, h2, ?_⟩
  calc H * H = (U * diagonal (fun i => (hH.eigenvalues i : ℂ)) * star U)
        * (U * diagonal (fun i => (hH.eigenvalues i : ℂ)) * star U) :=
        congrArg₂ (· * ·) hs hs
    _ = U * (diagonal (fun i => (hH.eigenvalues i : ℂ)) * (star U * U)
        * diagonal (fun i => (hH.eigenvalues i : ℂ))) * star U := by
        simp only [mul_assoc]
    _ = U * diagonal (fun i => (hH.eigenvalues i : ℂ) ^ 2) * star U := by
        rw [h1, mul_one, diagonal_mul_diagonal]
        simp only [sq]
```

## (c) Second moment of the spectrum

Show that $\sum_i E_i^2 = W$.

Evaluate $\operatorname{tr}H^2$ twice. From (b) and the cyclic property of the trace,
$$\operatorname{tr}H^2 = \operatorname{tr}(U D^2 U^\dagger) = \operatorname{tr}(U^\dagger U D^2) = \sum_i E_i^2 .$$
In the site basis, hermiticity gives $H(y,x) = \overline{H(x,y)}$, so
$$\operatorname{tr}H^2 = \sum_{x,y} H(x,y)H(y,x) = \sum_{x,y}|H(x,y)|^2 = W .$$

The two evaluations are `h`, which uses `Matrix.trace_mul_cycle`, and `h'`, which works term by term with `hyx` for hermiticity and `Complex.mul_conj` for $z\bar z = |z|^2$ at $z = H(x,y)$. Both are equations between complex numbers, and `exact_mod_cast` brings their combination back to the reals.

```lean
/-- The sum of the squared eigenvalues equals the sum of the squared moduli of all matrix
elements. -/
theorem second_moment {H : Matrix n n ℂ} (hH : H.IsHermitian) :
    ∑ i, hH.eigenvalues i ^ 2 = hoppingWeight H := by
  obtain ⟨U, h1, -, hs⟩ := sq_diagonalisation hH
  -- tr H² in the eigenbasis
  have h : (H * H).trace = ∑ i, (hH.eigenvalues i : ℂ) ^ 2 := by
    rw [hs, Matrix.trace_mul_cycle, h1, one_mul, Matrix.trace_diagonal]
  -- tr H² in the site basis
  have h' : (H * H).trace = ∑ x, ∑ y, ((‖H x y‖ : ℝ) : ℂ) ^ 2 := by
    simp only [Matrix.trace, Matrix.diag_apply, Matrix.mul_apply]
    refine Finset.sum_congr rfl fun x _ => Finset.sum_congr rfl fun y _ => ?_
    have hc := Complex.mul_conj (H x y)
    rw [Complex.normSq_eq_norm_sq] at hc
    push_cast at hc
    have hyx : H y x = conj (H x y) := (hH.apply y x).symm
    rw [hyx]
    exact hc
  unfold hoppingWeight
  exact_mod_cast h.symm.trans h'
```

## (d) Scalar $H^2$ in terms of eigenvalues

For a complex number $c$, show that $H^2 = c\,\mathbb 1$ holds exactly when $E_i^2 = c$ for every $i$.

Suppose $H^2 = c\,\mathbb 1$. Conjugating with $U$ gives
$$D^2 = (U^\dagger U) D^2 (U^\dagger U) = U^\dagger H^2 U = c\,U^\dagger U = c\,\mathbb 1,$$
and the diagonal entry at $i$ reads $E_i^2 = c$. Conversely, if every $E_i^2$ equals $c$, then $D^2 = c\,\mathbb 1$ entry by entry, and $H^2 = U\,c\,\mathbb 1\,U^\dagger = c\,UU^\dagger = c\,\mathbb 1$.

Read in the site basis, the condition says that the amplitudes $H(x,z)H(z,y)$ for going from $y$ to a different site $x$ in two steps cancel when summed over all sites $z$, including $z = x$ and $z = y$ where an on-site energy enters, and that every row has the same weight $\sum_z |H(x,z)|^2 = c$. The expression `c • (1 : Matrix n n ℂ)` is $c\,\mathbb 1$. In each direction `hD` is the equation $D^2 = c\,\mathbb 1$, obtained first by the `calc` block with `h1` and then by separating diagonal from off-diagonal entries, after which `h2` removes $UU^\dagger$.

```lean
/-- The square of a Hermitian Hamiltonian is `c` times the identity exactly when every
squared eigenvalue equals `c`. -/
theorem sq_eq_smul_one_iff {H : Matrix n n ℂ} (hH : H.IsHermitian) (c : ℂ) :
    H * H = c • (1 : Matrix n n ℂ) ↔ ∀ i, (hH.eigenvalues i : ℂ) ^ 2 = c := by
  obtain ⟨U, h1, h2, hs⟩ := sq_diagonalisation hH
  constructor
  · intro h i
    have hD : diagonal (fun i => (hH.eigenvalues i : ℂ) ^ 2) = c • (1 : Matrix n n ℂ) :=
      calc diagonal (fun i => (hH.eigenvalues i : ℂ) ^ 2)
          = (star U * U) * diagonal (fun i => (hH.eigenvalues i : ℂ) ^ 2) * (star U * U) := by
            rw [h1, one_mul, mul_one]
        _ = star U * (U * diagonal (fun i => (hH.eigenvalues i : ℂ) ^ 2) * star U) * U := by
            simp only [mul_assoc]
        _ = c • (1 : Matrix n n ℂ) := by
            rw [← hs, h, Matrix.mul_smul, mul_one, Matrix.smul_mul, h1]
    simpa using congrFun (congrFun hD i) i
  · intro h
    have hD : diagonal (fun i => (hH.eigenvalues i : ℂ) ^ 2) = c • (1 : Matrix n n ℂ) := by
      ext i j
      by_cases hij : i = j
      · subst hij
        simp [h]
      · simp [Matrix.diagonal_apply_ne _ hij, Matrix.one_apply_ne hij]
    rw [hs, hD, Matrix.mul_smul, mul_one, Matrix.smul_mul, h2]
```

## (e) Exact defect of the bound

Show that
$$nW - S^2 = \tfrac12\sum_{i,j}\big(|E_i| - |E_j|\big)^2 .$$

Apply (a) with $a_i = |E_i|$. Then $\sum_i a_i = S$, and $\sum_i a_i^2 = \sum_i E_i^2 = W$ by (c). The gap between $nW$ and $S^2$ thus measures how widely the magnitudes of the levels are spread.

The code follows these steps: `sq_abs` replaces $|E_i|^2$ by $E_i^2$, and `second_moment`, used from right to left, turns $W$ into the sum of squared eigenvalues.

```lean
/-- `n` times the sum of squared moduli of the matrix elements exceeds the square of the sum
of absolute eigenvalues by half the sum of `(|E i| - |E j|)²` over all ordered pairs. -/
theorem mcclelland_defect {H : Matrix n n ℂ} (hH : H.IsHermitian) :
    (Fintype.card n : ℝ) * hoppingWeight H - absEnergy hH ^ 2
      = 1 / 2 * ∑ i, ∑ j, (|hH.eigenvalues i| - |hH.eigenvalues j|) ^ 2 := by
  have h := spread_identity (fun i => |hH.eigenvalues i|)
  simp only [sq_abs] at h
  rw [← second_moment hH]
  exact h
```

## (f) The bound and its case of equality

Show that $S \le \sqrt{nW}$ for every Hermitian $H$, and that $S = \sqrt{nW}$ exactly when $H^2 = c\,\mathbb 1$ for some complex $c$.

Call the right side of (e) $\Delta$. It is a sum of squares, so $\Delta \ge 0$ and $S^2 \le nW$, and taking square roots gives $S \le |S| \le \sqrt{nW}$.

Suppose $S = \sqrt{nW}$. Squaring, with $nW \ge S^2 \ge 0$, gives $S^2 = nW$ and $\Delta = 0$. A vanishing sum of nonnegative terms has every term zero, so $|E_i| = |E_j|$ for all $i, j$. If there is at least one site, fix a label $k$ and put $c = E_k^2$. Then $E_i^2 = c$ for all $i$, and (d) gives $H^2 = c\,\mathbb 1$. With no sites the condition in (d) is empty and $c = 0$ serves.

Suppose conversely $H^2 = c\,\mathbb 1$. By (d), $E_i^2 = c = E_j^2$, so $|E_i| = \sqrt{E_i^2} = \sqrt{E_j^2} = |E_j|$. Every term of $\Delta$ vanishes, $nW = S^2$, and $\sqrt{S^2} = S$ because $S \ge 0$.

The theorem `mcclelland_bound` is the conjunction of the inequality and the equivalence, with hermiticity as its only hypothesis on $H$. The constant $c$ is allowed to be complex, and by (d) it equals a squared real eigenvalue whenever $n \ge 1$. For $n = 1$ the only pair is $i = j$, so $\Delta = 0$ and equality always holds, and for $n = 0$ both sides are zero. In the proof `hnn`, `hE` and `hle` are $2\Delta \ge 0$, $S \ge 0$ and $S^2 \le nW$. In the first branch `Finset.sum_eq_zero_iff_of_nonneg` is applied to the outer and then the inner sum to reach `hall`, and `isEmpty_or_nonempty` separates the two choices of $c$. In the second branch `hall` comes first and `h0` follows from it.

```lean
/-- McClelland bound: the sum of absolute eigenvalues of a Hermitian `n × n` Hamiltonian is at
most `√(n ∑ |H x y|²)`, with equality exactly when `H²` is a multiple of the identity. -/
theorem mcclelland_bound {H : Matrix n n ℂ} (hH : H.IsHermitian) :
    absEnergy hH ≤ √((Fintype.card n : ℝ) * hoppingWeight H) ∧
      (absEnergy hH = √((Fintype.card n : ℝ) * hoppingWeight H) ↔
        ∃ c : ℂ, H * H = c • (1 : Matrix n n ℂ)) := by
  have hd := mcclelland_defect hH
  have hnn : 0 ≤ ∑ i, ∑ j, (|hH.eigenvalues i| - |hH.eigenvalues j|) ^ 2 :=
    Finset.sum_nonneg fun i _ => Finset.sum_nonneg fun j _ => sq_nonneg _
  have hE : 0 ≤ absEnergy hH := Finset.sum_nonneg fun i _ => abs_nonneg _
  have hle : absEnergy hH ^ 2 ≤ (Fintype.card n : ℝ) * hoppingWeight H := by linarith
  refine ⟨le_trans (le_abs_self _) (Real.abs_le_sqrt hle), ?_, ?_⟩
  · -- equality forces the defect to vanish, so all |E i| agree
    intro h
    have hsq : absEnergy hH ^ 2 = (Fintype.card n : ℝ) * hoppingWeight H := by
      rw [h]
      exact Real.sq_sqrt (le_trans (sq_nonneg _) hle)
    have h0 : ∑ i, ∑ j, (|hH.eigenvalues i| - |hH.eigenvalues j|) ^ 2 = 0 := by linarith
    have hall : ∀ i j, |hH.eigenvalues i| = |hH.eigenvalues j| := by
      intro i j
      have hi := (Finset.sum_eq_zero_iff_of_nonneg
        (fun i _ => Finset.sum_nonneg fun j _ => sq_nonneg _)).1 h0 i (Finset.mem_univ _)
      have hj := (Finset.sum_eq_zero_iff_of_nonneg
        (fun j _ => sq_nonneg _)).1 hi j (Finset.mem_univ _)
      exact sub_eq_zero.1 ((pow_eq_zero_iff two_ne_zero).1 hj)
    rcases isEmpty_or_nonempty n with hn | ⟨⟨k⟩⟩
    · exact ⟨0, (sq_eq_smul_one_iff hH 0).2 fun i => isEmptyElim i⟩
    · refine ⟨(hH.eigenvalues k : ℂ) ^ 2, (sq_eq_smul_one_iff hH _).2 fun i => ?_⟩
      have hik : hH.eigenvalues i ^ 2 = hH.eigenvalues k ^ 2 := by
        rw [← sq_abs (hH.eigenvalues i), hall i k, sq_abs]
      exact_mod_cast hik
  · -- a scalar H² makes all |E i| agree, so the defect vanishes
    rintro ⟨c, hc⟩
    have hc' := (sq_eq_smul_one_iff hH c).1 hc
    have hall : ∀ i j, |hH.eigenvalues i| = |hH.eigenvalues j| := by
      intro i j
      have hij : hH.eigenvalues i ^ 2 = hH.eigenvalues j ^ 2 := by
        exact_mod_cast (hc' i).trans (hc' j).symm
      rw [← Real.sqrt_sq_eq_abs (hH.eigenvalues i), hij, Real.sqrt_sq_eq_abs]
    have h0 : ∑ i, ∑ j, (|hH.eigenvalues i| - |hH.eigenvalues j|) ^ 2 = 0 :=
      Finset.sum_eq_zero fun i _ => Finset.sum_eq_zero fun j _ => by
        rw [hall i j]
        simp
    have hsq : (Fintype.card n : ℝ) * hoppingWeight H = absEnergy hH ^ 2 := by linarith
    rw [hsq, Real.sqrt_sq hE]
```

## (g) Value of $S$ when $H^2$ is scalar

Let $r \ge 0$ be real and $H^2 = r^2\,\mathbb 1$. Show that $S = nr$.

The constant $r$ is the common distance of all levels from the zero of energy, so that each level sits at $r$ or $-r$. By (d) with $c = r^2$, $E_i^2 = r^2$, hence $|E_i| = \sqrt{E_i^2} = \sqrt{r^2} = r$, where the last step uses $r \ge 0$. Adding $n$ equal terms gives $nr$. The statement leaves open how many levels have each sign.

The hypothesis `hr` is $r \ge 0$, `hall` is $|E_i| = r$, and the closing `simp` adds the terms.

```lean
/-- If `H² = r² · 1` with `r ≥ 0`, the sum of absolute eigenvalues is `n r`. -/
theorem absEnergy_of_sq_scalar {H : Matrix n n ℂ} (hH : H.IsHermitian) {r : ℝ} (hr : 0 ≤ r)
    (h : H * H = ((r : ℂ) ^ 2) • (1 : Matrix n n ℂ)) :
    absEnergy hH = (Fintype.card n : ℝ) * r := by
  have hall : ∀ i, |hH.eigenvalues i| = r := by
    intro i
    have hi : hH.eigenvalues i ^ 2 = r ^ 2 := by
      exact_mod_cast (sq_eq_smul_one_iff hH _).1 h i
    rw [← Real.sqrt_sq_eq_abs (hH.eigenvalues i), hi, Real.sqrt_sq hr]
  simp [absEnergy, hall]
```

## (h) Hermiticity of the two-site Hamiltonian

Show that $H_{\mathrm d}^\dagger = H_{\mathrm d}$ for every real $\varepsilon$ and complex $t$.

The diagonal entries $\pm\varepsilon$ are real. The $(0,1)$ entry of $H_{\mathrm d}^\dagger$ is the conjugate of $H_{\mathrm d}(1,0) = \bar t$, which is $t = H_{\mathrm d}(0,1)$, and the $(1,0)$ entry is the conjugate of $t$, which is $\bar t = H_{\mathrm d}(1,0)$. The tactic `fin_cases` runs through these four entries. The result supplies the argument that `absEnergy` requires in (i).

```lean
/-- The two-site Hamiltonian is Hermitian. -/
theorem dimer_isHermitian (ε : ℝ) (t : ℂ) : (dimer ε t).IsHermitian := by
  show (dimer ε t)ᴴ = dimer ε t
  ext i j
  fin_cases i <;> fin_cases j <;> simp [dimer, Matrix.conjTranspose_apply]
```

## (i) The two-site Hamiltonian attains the bound

Show that $H_{\mathrm d}$ satisfies $S = \sqrt{2W}$ and $S = 2\sqrt{\varepsilon^2 + |t|^2}$.

Multiply out:
$$H_{\mathrm d}^2 = \begin{pmatrix} \varepsilon^2 + t\bar t & \varepsilon t - t\varepsilon \\ \bar t\varepsilon - \varepsilon\bar t & \bar t t + \varepsilon^2 \end{pmatrix} = (\varepsilon^2 + |t|^2)\,\mathbb 1 .$$
The off-diagonal entries cancel because the two on-site energies are opposite. With $r = \sqrt{\varepsilon^2 + |t|^2} \ge 0$ this is $H_{\mathrm d}^2 = r^2\,\mathbb 1$. Part (f) with $c = r^2$ and $n = 2$ gives $S = \sqrt{2W}$, and part (g) gives $S = 2r$. The two values agree with the direct count $W = 2\varepsilon^2 + 2|t|^2$. Nothing excludes $\varepsilon = 0$ or $t = 0$, and when both vanish all quantities are zero.

In `dimer_witness`, `hs` and `hr` express $r^2 = \varepsilon^2 + t\bar t$ over the reals and then over the complex numbers, and `hsq` is the matrix product checked entry by entry. The projection `.2.2` selects the direction of `mcclelland_bound` from a scalar square to equality, and `absEnergy_of_sq_scalar` gives the value.

```lean
/-- The two-site Hamiltonian attains the McClelland bound, and its sum of absolute
eigenvalues is `2 √(ε² + |t|²)`. -/
theorem dimer_witness (ε : ℝ) (t : ℂ) :
    absEnergy (dimer_isHermitian ε t)
        = √((Fintype.card (Fin 2) : ℝ) * hoppingWeight (dimer ε t)) ∧
      absEnergy (dimer_isHermitian ε t) = 2 * √(ε ^ 2 + ‖t‖ ^ 2) := by
  have hs : √(ε ^ 2 + ‖t‖ ^ 2) ^ 2 = ε ^ 2 + ‖t‖ ^ 2 := Real.sq_sqrt (by positivity)
  have hr : ((√(ε ^ 2 + ‖t‖ ^ 2) : ℝ) : ℂ) ^ 2 = (ε : ℂ) ^ 2 + t * conj t := by
    rw [Complex.mul_conj, Complex.normSq_eq_norm_sq]
    exact_mod_cast hs
  -- H² = (ε² + |t|²) · 1
  have hsq : dimer ε t * dimer ε t
      = (((√(ε ^ 2 + ‖t‖ ^ 2) : ℝ) : ℂ) ^ 2) • (1 : Matrix (Fin 2) (Fin 2) ℂ) := by
    rw [hr]
    ext i j
    fin_cases i <;> fin_cases j <;>
      simp [dimer, Matrix.mul_apply, Fin.sum_univ_succ] <;> ring
  refine ⟨(mcclelland_bound (dimer_isHermitian ε t)).2.2 ⟨_, hsq⟩, ?_⟩
  rw [absEnergy_of_sq_scalar (dimer_isHermitian ε t) (Real.sqrt_nonneg _) hsq]
  simp

end

end McClellandHermitian
```

```lean
#print axioms McClellandHermitian.mcclelland_bound
```

```
'McClellandHermitian.mcclelland_bound' depends on axioms: [propext, Classical.choice, Quot.sound]
```
